# Counting the sites a symmetry operation leaves fixed, from its centraliser and its conjugates in the site stabiliser

When a finite symmetry group `G` permutes a set of equivalent sites transitively and `H` is the stabiliser of one site, the sites correspond to the left cosets of `H`. For any finite group `G`, subgroup `H` and element `g`, the lemma says that the order of `H` times the number of cosets fixed by `g` equals the number of elements commuting with `g` times the number of elements of `H` conjugate to `g` in `G`. The attempt proves this by counting the elements `a` with `a⁻¹ * g * a ∈ H` in two ways, first by the coset of `a` and then by the value of `a⁻¹ * g * a`.

An attempt in Lean 4 with a fault in it:

```lean
import Mathlib

open Polynomial
open scoped Classical Finset

namespace CardMulFixed

noncomputable section

variable {G : Type*} [Group G] [Fintype G]

/-- The order of `H` times the number of cosets fixed by `g` is the number of elements commuting
with `g` times the number of elements of `H` conjugate to `g`. -/
theorem card_mul_fixed (H : Subgroup G) (g : G) :
    #{h : G | h ∈ H} * #{x : G ⧸ H | g • x = x}
      = #{a : G | a⁻¹ * g * a = g} * #{h : G | h ∈ H ∧ ConjClasses.mk h = ConjClasses.mk g} := by
  have hfix (a : G) : g • (a : G ⧸ H) = a ↔ a⁻¹ * g * a ∈ H := by
    rw [eq_comm, mul_assoc]
    exact QuotientGroup.eq
  -- count the `a` with `a⁻¹ g a ∈ H`, first by the coset of `a`, then by the value `a⁻¹ g a`
  trans #{a : G | a⁻¹ * g * a ∈ H}
  · rw [Finset.card_eq_sum_card_fiberwise (f := fun a : G => (a : G ⧸ H))
      (t := {x : G ⧸ H | g • x = x}) (fun a ha => by simpa [hfix] using ha),
      Finset.sum_const_nat (m := #{h : G | h ∈ H}), mul_comm]
    intro x hx
    obtain ⟨b, rfl⟩ := QuotientGroup.mk_surjective x
    have hb : g • (b : G ⧸ H) = b := (Finset.mem_filter.1 hx).2
    symm
    refine Finset.card_bij (fun h _ => b * h) ?_ (fun _ _ _ _ e => mul_left_cancel e) ?_
    · intro h hh
      have e : ((b * h : G) : G ⧸ H) = b :=
        (QuotientGroup.eq.2 (by simpa using hh)).symm
      simp only [Finset.mem_filter, Finset.mem_univ, true_and]
      exact ⟨(hfix _).1 (by rw [e, hb]), e⟩
    · intro a ha
      have e := (Finset.mem_filter.1 ha).2
      exact ⟨b⁻¹ * a, by simpa using QuotientGroup.eq.1 e.symm, by group⟩
  · rw [Finset.card_eq_sum_card_fiberwise (f := fun a : G => a⁻¹ * g * a)
      (t := {h : G | h ∈ H ∧ ConjClasses.mk h = ConjClasses.mk g}) (fun a ha => by
        have ha' : a⁻¹ * g * a ∈ H := by simpa using ha
        have hc : IsConj (a⁻¹ * g * a) g := isConj_iff.2 ⟨a, by group⟩
        simpa using ⟨ha', ConjClasses.mk_eq_mk_iff_isConj.2 hc⟩),
      Finset.sum_const_nat (m := #{a : G | a⁻¹ * g * a = g}), mul_comm]
    intro h hh
    obtain ⟨hH, hc⟩ := (Finset.mem_filter.1 hh).2
    obtain ⟨c, rfl⟩ := isConj_iff.1 (ConjClasses.mk_eq_mk_iff_isConj.1 hc)
    symm
    refine Finset.card_bij (fun a _ => a * c) ?_ (fun _ _ _ _ e => mul_right_cancel e) ?_
    · intro a ha
      have e : a⁻¹ * (c * h * c⁻¹) * a = c * h * c⁻¹ := (Finset.mem_filter.1 ha).2
      have e2 : (a * c)⁻¹ * (c * h * c⁻¹) * (a * c) = h := by
        calc _ = c⁻¹ * (a⁻¹ * (c * h * c⁻¹) * a) * c := by group
          _ = h := by rw [e]; group
      simp only [Finset.mem_filter, Finset.mem_univ, true_and]
      exact ⟨by rw [e2]; exact hH, e2⟩
    · intro a ha
      have e : a⁻¹ * (c * h * c⁻¹) * a = h := (Finset.mem_filter.1 ha).2
      refine ⟨a * c⁻¹, ?_, by group⟩
      simp only [Finset.mem_filter, Finset.mem_univ, true_and]
      calc _ = c * (a⁻¹ * (c * h * c⁻¹) * a) * c⁻¹ := by group
        _ = _ := by rw [e]

end

end CardMulFixed
```

The error:

```
Main.lean:23:53: error: Type mismatch: After simplification, term
  ha
 has type
  a ∈ H
but is expected to have type
  ↑(g * a) = ↑a
Main.lean:25:10: error: Tactic `introN` failed: There are no additional binders or `let` bindings in the goal to introduce

G : Type u_1
inst✝¹ : Group G
inst✝ : Fintype G
H : Subgroup G
g : G
hfix : ∀ (a : G), g • ↑a = ↑a ↔ a⁻¹ * g * a ∈ H
⊢ #{x | g • x = x} * (#{x | g • x = x} * #{h | h ∈ H}) = #{a | a⁻¹ * g * a ∈ H}
```

After these edits no error is left:

```diff
@@ -20,6 +20,8 @@
   -- count the `a` with `a⁻¹ g a ∈ H`, first by the coset of `a`, then by the value `a⁻¹ g a`
   trans #{a : G | a⁻¹ * g * a ∈ H}
-  · rw [Finset.card_eq_sum_card_fiberwise (f := fun a : G => (a : G ⧸ H))
-      (t := {x : G ⧸ H | g • x = x}) (fun a ha => by simpa [hfix] using ha),
+  · rw [Finset.card_eq_sum_card_fiberwise (s := {a : G | a⁻¹ * g * a ∈ H})
+      (f := fun a : G => (a : G ⧸ H)) (t := {x : G ⧸ H | g • x = x})
+      (fun a ha => Finset.mem_coe.2 (Finset.mem_filter.2 ⟨Finset.mem_univ _,
+        (hfix a).2 (Finset.mem_filter.1 (Finset.mem_coe.1 ha)).2⟩)),
       Finset.sum_const_nat (m := #{h : G | h ∈ H}), mul_comm]
     intro x hx
@@ -34,5 +36,5 @@
       exact ⟨(hfix _).1 (by rw [e, hb]), e⟩
     · intro a ha
-      have e := (Finset.mem_filter.1 ha).2
+      have e : (a : G ⧸ H) = b := (Finset.mem_filter.1 ha).2
       exact ⟨b⁻¹ * a, by simpa using QuotientGroup.eq.1 e.symm, by group⟩
   · rw [Finset.card_eq_sum_card_fiberwise (f := fun a : G => a⁻¹ * g * a)
```

What went wrong. The first `rw` was meant to split the set of `a` with `a⁻¹ * g * a ∈ H`, on the right of the goal. With `s` not given, it matched the first cardinality of a subset of `G`, that of `H` on the left. Hence `ha` says only `a ∈ H`, which doesn't make `g` fix the coset of `a`.

The second error follows from this. The rewritten equation has an extra factor and doesn't close, so `intro x hx` meets it instead of the expected statement about each fixed coset. Naming `s` in the repair selects the right set, and after `mul_comm` the two sides agree, leaving that statement to prove.

The first message also shows that `simpa` had turned `g • ↑a` into `↑(g * a)`, a form the left side of `hfix` doesn't match. The new membership proof applies `hfix a` directly and avoids this.

The last change writes out the type of `e`, the equality of the cosets of `a` and `b`. No message concerns that line, so they don't show whether the change was needed.
